# The adiabatic connection of the half-filled symmetric Hubbard dimer in closed form

Two electrons share two equivalent sites. They hop between the sites with amplitude $t$ and pay an energy $U$ whenever both sit on the same one. Scale the repulsion by a factor $s$ and raise $s$ from 0 to 1. The electrons increasingly avoid each other, so the ground-state expectation value $W(s)$ of the full-strength repulsion changes along the way. How does it change, and what is the area under it?

For $t,U>0$ the answer is

$$W(s)=\frac U2\left(1-\frac{sU}{\sqrt{s^2U^2+16t^2}}\right),\qquad \int_0^1 W(s)\,ds=\frac{U-\sqrt{U^2+16t^2}}2+2t .$$

$W$ decreases strictly and tends to 0 as $s\to\infty$. In lattice density functional theory this area is the Hartree-exchange-correlation energy, here for a two-site model without a site-energy difference. By symmetry each site holds one electron on average at every $s$, so no potential has to be adjusted to keep the density fixed.

## Two electrons in two basis states

The ground state is sought among real combinations of the covalent singlet (one electron per site, amplitude $\psi_0$) and the symmetric ionic singlet (the two doubly occupied configurations superposed with equal amplitudes; total amplitude $\psi_1$ for the normalised state). In this basis

$$H(s)=\begin{pmatrix}0&-2t\\-2t&sU\end{pmatrix},\qquad V=\begin{pmatrix}0&0\\0&U\end{pmatrix}.$$

The matrices are the starting point; their reduction from the full two-electron problem is assumed. Write $R=\sqrt{s^2U^2+16t^2}$ and $E=(sU-R)/2$.

In Lean 4 with Mathlib:

```lean
import Mathlib

open Matrix Filter Topology

namespace HubbardDimerAdiabaticConnection

noncomputable section

/-- The Hamiltonian at coupling strength `s`, in the basis of the covalent singlet and the
symmetric ionic singlet. -/
def hamiltonian (t U s : ℝ) : Matrix (Fin 2) (Fin 2) ℝ := !![0, -2 * t; -2 * t, s * U]

/-- The on-site repulsion at full strength, in the same basis. -/
def repulsion (U : ℝ) : Matrix (Fin 2) (Fin 2) ℝ := !![0, 0; 0, U]

/-- A ground state is a unit vector whose energy is minimal among all unit vectors. -/
def IsGroundState (H : Matrix (Fin 2) (Fin 2) ℝ) (ψ : Fin 2 → ℝ) : Prop :=
  ψ ⬝ᵥ ψ = 1 ∧ ∀ φ : Fin 2 → ℝ, φ ⬝ᵥ φ = 1 → ψ ⬝ᵥ H *ᵥ ψ ≤ φ ⬝ᵥ H *ᵥ φ

/-- The square root `√(s²U² + 16t²)`. -/
def splitting (t U s : ℝ) : ℝ := √(s ^ 2 * U ^ 2 + 16 * t ^ 2)

/-- The energy `(sU - √(s²U² + 16t²)) / 2`. -/
def groundEnergy (t U s : ℝ) : ℝ := (s * U - splitting t U s) / 2

/-- The adiabatic connection integrand `W(s) = (U/2)(1 - sU/√(s²U² + 16t²))`. -/
def integrand (t U s : ℝ) : ℝ := U / 2 * (1 - s * U / splitting t U s)

/-- The vector `(2t, -E)`, with `E` the energy `groundEnergy t U s`, divided by its length. -/
def groundState (t U s : ℝ) : Fin 2 → ℝ :=
  ![2 * t / √((2 * t) ^ 2 + groundEnergy t U s ^ 2),
    -groundEnergy t U s / √((2 * t) ^ 2 + groundEnergy t U s ^ 2)]
```

States are functions `Fin 2 → ℝ`, and `ψ ⬝ᵥ H *ᵥ ψ` is the expectation value $\langle\psi|H|\psi\rangle$. `IsGroundState` is the variational definition: a unit vector whose energy no other unit vector undercuts. It mentions neither $E$ nor $W$. The names `splitting`, `groundEnergy` and `integrand` stand for $R$, $E$ and the closed form of $W$. That the last two deserve their names is shown below. The first is named after the distance between the two eigenvalues $(sU\pm R)/2$ of $H(s)$, a fact the proofs do not use.

## Nonzero hopping: $t>0$

Physically, $t>0$ lets the electrons delocalise and mixes the two basis states at every $s$. By hand it gives $R>0$ and $R^2>s^2U^2$, hence $sU<R$ and $E<0$. It also permits division by $R$:

$$W(s)=\frac{U(R-sU)}{2R}.$$

```lean
lemma splitting_pos {t : ℝ} (ht : 0 < t) (U s : ℝ) : 0 < splitting t U s :=
  Real.sqrt_pos.2 (by positivity)

lemma splitting_sq (t U s : ℝ) : splitting t U s ^ 2 = s ^ 2 * U ^ 2 + 16 * t ^ 2 :=
  Real.sq_sqrt (by positivity)

lemma lt_splitting {t : ℝ} (ht : 0 < t) (U s : ℝ) : s * U < splitting t U s :=
  Real.lt_sqrt_of_sq_lt (by nlinarith [pow_pos ht 2])

lemma integrand_eq {t : ℝ} (ht : 0 < t) (U s : ℝ) :
    integrand t U s = U * (splitting t U s - s * U) / (2 * splitting t U s) := by
  have hne := (splitting_pos ht U s).ne'
  have h : s * U / splitting t U s * splitting t U s = s * U := div_mul_cancel₀ _ hne
  unfold integrand
  rw [eq_div_iff (mul_ne_zero two_ne_zero hne)]
  linear_combination (-U) * h
```

The proof uses the hypothesis again to differentiate the square root, whose argument never vanishes, and to evaluate $\sqrt{16t^2}=4t$ at $s=0$.

At $t=0$ with $U>0$, strict decrease fails: for every $s>0$ the ground state is purely covalent, so $W(s)=0$ throughout. At $s=0$ every unit vector is then a ground state, and $W(0)$ is not even determined. For $t<0$ the term $2t$ in the area would have to read $2|t|$.

## A ground state at every coupling

The main theorem also assumes that $\psi(s)$ is a unit vector minimising the energy of $H(s)$ for each real $s$. The derivation uses it to fix the ionic weight.

From $(2E-sU)^2=R^2$ follows the secular equation $E^2=sUE+4t^2$. For any $\varphi$, the energy expectation value is $-4t\varphi_0\varphi_1+sU\varphi_1^2$, so

$$\begin{aligned}E\bigl(E\langle\varphi|\varphi\rangle-\langle\varphi|H|\varphi\rangle\bigr)&=E^2\varphi_0^2+4tE\varphi_0\varphi_1+(E^2-sUE)\varphi_1^2\\&=(E\varphi_0+2t\varphi_1)^2.\end{aligned}$$

For a unit vector the right side is nonnegative and $E<0$, hence $\langle\varphi|H|\varphi\rangle\ge E$, with equality exactly when $E\varphi_0+2t\varphi_1=0$. The normalised vector $(2t,-E)/\sqrt{4t^2+E^2}$ attains equality, so $E$ is the minimum and the ground states are the unit vectors on this line.

```lean
/-- The energy `E = groundEnergy t U s` solves the secular equation `E² = sU E + 4t²`. -/
theorem secular_equation (t U s : ℝ) :
    groundEnergy t U s ^ 2 = s * U * groundEnergy t U s + 4 * t ^ 2 := by
  unfold groundEnergy
  linear_combination (1 / 4) * splitting_sq t U s

/-- For any vector `φ`, normalised or not, and `E = groundEnergy t U s`, the product of `E` with
`E⟨φ|φ⟩ - ⟨φ|H|φ⟩` is the square of `E φ₀ + 2t φ₁`. -/
theorem energy_square (t U s : ℝ) (φ : Fin 2 → ℝ) :
    groundEnergy t U s * (groundEnergy t U s * (φ ⬝ᵥ φ) - φ ⬝ᵥ hamiltonian t U s *ᵥ φ)
      = (groundEnergy t U s * φ 0 + 2 * t * φ 1) ^ 2 := by
  have h1 : φ ⬝ᵥ φ = φ 0 ^ 2 + φ 1 ^ 2 := by
    simp only [dotProduct, Fin.sum_univ_two]; ring
  have h2 : φ ⬝ᵥ hamiltonian t U s *ᵥ φ = -4 * t * φ 0 * φ 1 + s * U * φ 1 ^ 2 := by
    simp [hamiltonian, dotProduct, Matrix.mulVec, Fin.sum_univ_two]; ring
  rw [h1, h2]
  linear_combination φ 1 ^ 2 * secular_equation t U s

lemma groundState_spec {t : ℝ} (ht : 0 < t) (U s : ℝ) :
    groundState t U s ⬝ᵥ groundState t U s = 1 ∧
      groundEnergy t U s * groundState t U s 0 + 2 * t * groundState t U s 1 = 0 := by
  have hp : 0 < (2 * t) ^ 2 + groundEnergy t U s ^ 2 := by positivity
  have hN := Real.sq_sqrt hp.le
  have hne := (Real.sqrt_pos.2 hp).ne'
  constructor
  · simp only [dotProduct, Fin.sum_univ_two, ← pow_two]
    change (2 * t / √((2 * t) ^ 2 + groundEnergy t U s ^ 2)) ^ 2
      + (-groundEnergy t U s / √((2 * t) ^ 2 + groundEnergy t U s ^ 2)) ^ 2 = 1
    rw [div_pow, div_pow, ← add_div, div_eq_one_iff_eq (pow_ne_zero 2 hne), hN]
    ring
  · change groundEnergy t U s * (2 * t / √((2 * t) ^ 2 + groundEnergy t U s ^ 2))
      + 2 * t * (-groundEnergy t U s / √((2 * t) ^ 2 + groundEnergy t U s ^ 2)) = 0
    ring

/-- The ground states are exactly the unit vectors whose amplitudes satisfy
`E ψ₀ + 2t ψ₁ = 0`, with `E = groundEnergy t U s`. -/
theorem isGroundState_iff {t : ℝ} (ht : 0 < t) (U s : ℝ) (ψ : Fin 2 → ℝ) :
    IsGroundState (hamiltonian t U s) ψ ↔
      ψ ⬝ᵥ ψ = 1 ∧ groundEnergy t U s * ψ 0 + 2 * t * ψ 1 = 0 := by
  have hE : groundEnergy t U s < 0 := by
    unfold groundEnergy; linarith [lt_splitting ht U s]
  -- a unit vector on the line has energy E
  have key : ∀ φ : Fin 2 → ℝ, φ ⬝ᵥ φ = 1 → groundEnergy t U s * φ 0 + 2 * t * φ 1 = 0 →
      φ ⬝ᵥ hamiltonian t U s *ᵥ φ = groundEnergy t U s := by
    intro φ h1 h2
    have h := energy_square t U s φ
    rw [h1, h2, mul_one, zero_pow two_ne_zero] at h
    have h3 := (mul_eq_zero.1 h).resolve_left hE.ne
    linarith
  constructor
  · rintro ⟨h1, hmin⟩
    refine ⟨h1, ?_⟩
    obtain ⟨g1, g2⟩ := groundState_spec ht U s
    have hle := hmin _ g1
    rw [key _ g1 g2] at hle
    have h := energy_square t U s ψ
    rw [h1, mul_one] at h
    have h3 := mul_nonpos_of_nonpos_of_nonneg hE.le (sub_nonneg.2 hle)
    exact pow_eq_zero_iff two_ne_zero |>.1 (le_antisymm (h ▸ h3) (sq_nonneg _))
  · rintro ⟨h1, h2⟩
    refine ⟨h1, fun φ hφ => ?_⟩
    rw [key ψ h1 h2]
    have h := energy_square t U s φ
    rw [hφ, mul_one] at h
    by_contra hlt
    have h3 := mul_neg_of_neg_of_pos hE (sub_pos.2 (not_le.1 hlt))
    linarith [sq_nonneg (groundEnergy t U s * φ 0 + 2 * t * φ 1)]

/-- The explicit vector `groundState t U s` is a ground state at every coupling strength. -/
theorem isGroundState_witness {t : ℝ} (ht : 0 < t) (U s : ℝ) :
    IsGroundState (hamiltonian t U s) (groundState t U s) :=
  (isGroundState_iff ht U s _).2 (groundState_spec ht U s)
```

`energy_square` is the completed square, with the secular equation supplied to `linear_combination`. In `isGroundState_iff`, the forward direction compares $\psi$ with the explicit vector, which forces the square to be at most zero and therefore zero. The backward direction reads off the lower bound. `isGroundState_witness` shows that a family of ground states exists. Both theorems assume $t>0$. At $t=0$ and $sU>0$ one has $E=0$, so the amplitude relation holds for every vector and no longer singles out the ground state.

The amplitude relation and normalisation now give

$$\psi_1^2=\frac{E^2}{E^2+4t^2}=\frac{E^2}{E(2E-sU)}=-\frac ER=\frac{R-sU}{2R},$$

and $\langle\psi|V|\psi\rangle=U\psi_1^2$ is the stated $W(s)$.

```lean
/-- The full-strength repulsion energy in any ground state at coupling `s` is `W(s)`. -/
theorem repulsion_in_groundState {t : ℝ} (ht : 0 < t) (U s : ℝ) {ψ : Fin 2 → ℝ}
    (hψ : IsGroundState (hamiltonian t U s) ψ) :
    ψ ⬝ᵥ repulsion U *ᵥ ψ = integrand t U s := by
  obtain ⟨h1, g⟩ := (isGroundState_iff ht U s ψ).1 hψ
  have n : ψ 0 ^ 2 + ψ 1 ^ 2 = 1 := by
    rw [← h1]; simp only [dotProduct, Fin.sum_univ_two]; ring
  have hV : ψ ⬝ᵥ repulsion U *ᵥ ψ = U * ψ 1 ^ 2 := by
    simp [repulsion, dotProduct, Matrix.mulVec, Fin.sum_univ_two]; ring
  have hR : splitting t U s = s * U - 2 * groundEnergy t U s := by
    unfold groundEnergy; ring
  have hE : groundEnergy t U s ≠ 0 := by
    have := lt_splitting ht U s
    intro h; rw [h] at hR; linarith
  -- the weight of the ionic state follows from the amplitude ratio and normalisation
  have h : groundEnergy t U s * (groundEnergy t U s + splitting t U s * ψ 1 ^ 2) = 0 := by
    linear_combination (-groundEnergy t U s ^ 2) * n - ψ 1 ^ 2 * secular_equation t U s
      + (groundEnergy t U s * ψ 0 - 2 * t * ψ 1) * g + groundEnergy t U s * ψ 1 ^ 2 * hR
  have hb := (mul_eq_zero.1 h).resolve_left hE
  rw [hV, integrand_eq ht, eq_div_iff (mul_ne_zero two_ne_zero (splitting_pos ht U s).ne')]
  linear_combination 2 * U * hb - U * hR
```

The code reaches the same weight without dividing by $E^2+4t^2$: it shows $E(E+R\psi_1^2)=0$ and cancels the nonzero factor $E$.

Without minimality the conclusion can be reversed. In the excited state orthogonal to $\psi(s)$ the repulsion energy is $U-W(s)$, which for $U>0$ increases towards $U$.

## Repulsion rather than attraction: $U>0$

The derivatives are taken for $t>0$; the sign of $U$ plays no part in them. Since $R'=sU^2/R$,

$$E'(s)=\frac12\left(U-\frac{sU^2}{R}\right)=W(s),$$

which is the Hellmann–Feynman relation, and

$$W'(s)=-\frac{U^2}2\,\frac{R-sR'}{R^2}=-\frac{U^2}{2}\,\frac{R^2-s^2U^2}{R^3}=-\frac{8t^2U^2}{R^3}.$$

```lean
lemma hasDerivAt_splitting {t : ℝ} (ht : 0 < t) (U s : ℝ) :
    HasDerivAt (fun x => splitting t U x) (s * U ^ 2 / splitting t U s) s := by
  have h1 : HasDerivAt (fun x : ℝ => x ^ 2 * U ^ 2 + 16 * t ^ 2) (2 * (s * U ^ 2)) s :=
    (((hasDerivAt_pow 2 s).mul_const (U ^ 2)).add_const (16 * t ^ 2)).congr_deriv
      (by norm_num; ring)
  have h0 : s ^ 2 * U ^ 2 + 16 * t ^ 2 ≠ 0 := by positivity
  exact (h1.sqrt h0).congr_deriv (mul_div_mul_left _ _ two_ne_zero)

/-- Hellmann-Feynman relation: the derivative of `groundEnergy` with respect to the coupling
strength is `W(s)`. -/
theorem hellmann_feynman {t : ℝ} (ht : 0 < t) (U s : ℝ) :
    HasDerivAt (fun x => groundEnergy t U x) (integrand t U s) s :=
  ((((hasDerivAt_id' s).mul_const U).fun_sub (hasDerivAt_splitting ht U s)).div_const
    2).congr_deriv (by unfold integrand; ring)

/-- The slope of the integrand is `W'(s) = -8t²U²/(s²U² + 16t²)^(3/2)`. -/
theorem hasDerivAt_integrand {t : ℝ} (ht : 0 < t) (U s : ℝ) :
    HasDerivAt (fun x => integrand t U x)
      (-(8 * t ^ 2 * U ^ 2 / splitting t U s ^ 3)) s := by
  have hne := (splitting_pos ht U s).ne'
  refine (((((hasDerivAt_id' s).mul_const U).fun_div (hasDerivAt_splitting ht U s)
    hne).const_sub 1).const_mul (U / 2)).congr_deriv ?_
  have e : 8 * t ^ 2 = (splitting t U s ^ 2 - s ^ 2 * U ^ 2) / 2 := by
    rw [splitting_sq]; ring
  rw [e]
  field_simp
```

Strict decrease needs $U\ne0$, so that $W'<0$. The limit uses the positive sign. For $s>0$, $(sU+4t)^2=R^2+8stU$ gives $R-sU\le4t$, and $R>sU$ then yields

$$0\le W(s)=\frac{U(R-sU)}{2R}\le\frac{4tU}{2sU}=\frac{2t}s .$$

```lean
lemma tendsto_integrand {t U : ℝ} (ht : 0 < t) (hU : 0 < U) :
    Tendsto (fun s => integrand t U s) atTop (𝓝 0) := by
  have hlim : Tendsto (fun s : ℝ => 2 * t / s) atTop (𝓝 0) :=
    tendsto_const_nhds.div_atTop tendsto_id
  refine tendsto_of_tendsto_of_tendsto_of_le_of_le' tendsto_const_nhds hlim ?_ ?_
  · refine Eventually.of_forall fun s => ?_
    rw [integrand_eq ht]
    exact div_nonneg (mul_nonneg hU.le (sub_nonneg.2 (lt_splitting ht U s).le))
      (mul_nonneg zero_le_two (splitting_pos ht U s).le)
  · filter_upwards [eventually_gt_atTop 0] with s hs
    have hsU : 0 < s * U := mul_pos hs hU
    have h1 : splitting t U s ≤ s * U + 4 * t :=
      Real.sqrt_le_iff.2 ⟨by positivity, by nlinarith [mul_pos hsU ht]⟩
    have hR := splitting_pos ht U s
    rw [integrand_eq ht, div_le_div_iff₀ (by positivity) hs]
    nlinarith [mul_le_mul_of_nonneg_left h1 hsU.le,
      mul_le_mul_of_nonneg_left (lt_splitting ht U s).le ht.le]
```

`tendsto_integrand` squeezes $W$ between 0 and $2t/s$ by these inequalities.

At $U=0$, $W$ vanishes identically and is not strictly decreasing. For $U<0$ it still decreases, but towards $U$ instead of 0, because strong attraction favours double occupation. The area formula holds in both cases.

The area for $U>0$ follows by integrating $E'=W$:

$$\int_0^1W(s)\,ds=E(1)-E(0)=\frac{U-\sqrt{U^2+16t^2}}2+2t .$$

```lean
/-- Adiabatic connection of the symmetric dimer: along any family of ground states the
repulsion energy strictly decreases with the coupling strength, vanishes at infinite coupling,
and integrates over `[0,1]` to `(U - √(U² + 16t²))/2 + 2t`. -/
theorem adiabatic_connection {t U : ℝ} (ht : 0 < t) (hU : 0 < U) (ψ : ℝ → Fin 2 → ℝ)
    (hψ : ∀ s, IsGroundState (hamiltonian t U s) (ψ s)) :
    StrictAnti (fun s => ψ s ⬝ᵥ repulsion U *ᵥ ψ s) ∧
    Tendsto (fun s => ψ s ⬝ᵥ repulsion U *ᵥ ψ s) atTop (𝓝 0) ∧
    ∫ s in (0 : ℝ)..1, ψ s ⬝ᵥ repulsion U *ᵥ ψ s
      = (U - √(U ^ 2 + 16 * t ^ 2)) / 2 + 2 * t := by
  have hW : (fun s => ψ s ⬝ᵥ repulsion U *ᵥ ψ s) = fun s => integrand t U s :=
    funext fun s => repulsion_in_groundState ht U s (hψ s)
  rw [hW]
  refine ⟨strictAnti_of_deriv_neg fun s => ?_, tendsto_integrand ht hU, ?_⟩
  · rw [(hasDerivAt_integrand ht U s).deriv]
    have := splitting_pos ht U s
    exact neg_neg_of_pos (by positivity)
  · have hc : Continuous (fun s => integrand t U s) :=
      continuous_iff_continuousAt.2 fun s => (hasDerivAt_integrand ht U s).continuousAt
    -- integrate the Hellmann-Feynman relation from 0 to 1
    rw [intervalIntegral.integral_eq_sub_of_hasDerivAt
      (fun s _ => hellmann_feynman ht U s) (hc.intervalIntegrable 0 1)]
    have h0 : splitting t U 0 = 4 * t := by
      unfold splitting
      rw [show (0 : ℝ) ^ 2 * U ^ 2 + 16 * t ^ 2 = (4 * t) ^ 2 by ring]
      exact Real.sqrt_sq (by positivity)
    have h1 : splitting t U 1 = √(U ^ 2 + 16 * t ^ 2) := by
      unfold splitting; rw [one_pow, one_mul]
    unfold groundEnergy
    rw [h0, h1]
    ring
```

In words: for positive `t` and `U`, and any family `ψ` with `ψ s` a ground state at every real `s`, the repulsion expectation value is strictly decreasing on the whole real line, tends to 0 at $+\infty$, and has the stated integral over $[0,1]$. The family need not be continuous; its sign may jump from one $s$ to the next. The proof first replaces the expectation value by `integrand`, then uses the negative derivative, the squeeze and the fundamental theorem of calculus for the three claims. The theorem does not treat unequal site energies or more than two sites.

## The correlation part and the noninteracting end

At $s=0$ one has $E=-2t$, the ground state is $(1,1)/\sqrt2$ up to sign, and $W(0)=U/2$. This is the repulsion energy of the uncorrelated state. Subtracting it along the path leaves

$$\int_0^1\bigl(W(s)-W(0)\bigr)ds=2t-\frac{\sqrt{U^2+16t^2}}2 .$$

```lean
/-- Subtracting the uncorrelated value `W(0)` from the integrand leaves the area
`2t - √(U² + 16t²)/2` over `[0,1]`. -/
theorem correlation_area {t U : ℝ} (ht : 0 < t) (hU : 0 < U) :
    ∫ s in (0 : ℝ)..1, (integrand t U s - integrand t U 0)
      = 2 * t - √(U ^ 2 + 16 * t ^ 2) / 2 := by
  have hc : Continuous (fun s => integrand t U s) :=
    continuous_iff_continuousAt.2 fun s => (hasDerivAt_integrand ht U s).continuousAt
  have h := (adiabatic_connection ht hU _ (isGroundState_witness ht U)).2.2
  simp only [repulsion_in_groundState ht U _ (isGroundState_witness ht U _)] at h
  have h0 : integrand t U 0 = U / 2 := by simp [integrand]
  rw [intervalIntegral.integral_sub (hc.intervalIntegrable 0 1)
    (continuous_const.intervalIntegrable 0 1), h, intervalIntegral.integral_const, h0,
    smul_eq_mul]
  ring

end

end HubbardDimerAdiabaticConnection
```

`correlation_area` applies the main theorem to the explicit ground states and subtracts the constant $U/2$. For this dimer the area is the correlation energy of density functional theory, including the kinetic contribution. For $U\ll t$ it behaves as $-U^2/(16t)$, the second-order result of perturbation theory.

```lean
#print axioms HubbardDimerAdiabaticConnection.adiabatic_connection
-- 'HubbardDimerAdiabaticConnection.adiabatic_connection' depends on axioms: [propext, Classical.choice, Quot.sound]
#print axioms HubbardDimerAdiabaticConnection.correlation_area
-- 'HubbardDimerAdiabaticConnection.correlation_area' depends on axioms: [propext, Classical.choice, Quot.sound]
```
